# How the overlap determinant of two sets of states changes under rescaling and a common unitary

For two finite families of single-particle states with the same index set, `link F G` is the determinant of the matrix of overlaps ⟨Fᵢ|Gⱼ⟩. The lemma says that if one unitary `P` acts on all the states, and the states are then multiplied by complex numbers cᵢ in the first family and dᵢ in the second, this determinant is multiplied by the product of all the conjugates of the cᵢ and all the dᵢ. The states need not be normalised, orthogonal or linearly independent, and the factors need not be phases; for orthonormal families, the determinant is the overlap of the two Slater determinants of non-interacting fermions. The attempt moves the factors on the right-hand side into the rows and columns of the matrix, then compares the two matrices entry by entry.

The first attempt, which Lean rejects:

```lean
import Mathlib

open Finset ComplexConjugate

namespace ZakParityIndicator

noncomputable section

variable {V : Type*} [NormedAddCommGroup V] [InnerProductSpace ℂ V]
variable {ι : Type*} [Fintype ι] [DecidableEq ι]

/-- The determinant of the overlap matrix between two frames of occupied states. -/
def link (F G : ι → V) : ℂ :=
  (Matrix.of fun i j => inner ℂ (F i) (G j)).det

/-- Rescaling the states of two frames, and applying a common unitary to both, multiplies
the overlap determinant by the scale factors, conjugated for the first frame. -/
theorem link_smul_map (P : V ≃ₗᵢ[ℂ] V) (c d : ι → ℂ) (F G : ι → V) :
    link (fun i => c i • P (F i)) (fun i => d i • P (G i)) =
      (∏ i, conj (c i)) * ((∏ i, d i) * link F G) := by
  unfold link
  rw [← Matrix.det_mul_row, ← Matrix.det_mul_column]
  congr 1
  ext i j
  simp only [Matrix.of_apply, inner_smul_left, inner_smul_right,
    LinearIsometryEquiv.inner_map_map]

end

end ZakParityIndicator
```

Compiling this gives:

```
Main.lean:20:53: error: unsolved goals
V : Type u_1
inst✝³ : NormedAddCommGroup V
inst✝² : InnerProductSpace ℂ V
ι : Type u_2
inst✝¹ : Fintype ι
inst✝ : DecidableEq ι
P : V ≃ₗᵢ[ℂ] V
c d : ι → ℂ
F G : ι → V
i j : ι
⊢ d j * ((starRingEnd ℂ) (c i) * inner ℂ (F i) (G j)) = (starRingEnd ℂ) (c i) * (d j * inner ℂ (F i) (G j))
```

Cause. The error `unsolved goals` means that the proof ended with an equation still to be shown. In that equation `P` is already gone and the scale factors are outside the inner product. Both sides are products of the same three numbers: `d j`, the conjugate of `c i` (printed as `(starRingEnd ℂ) (c i)`), and the overlap `inner ℂ (F i) (G j)`.

Only the order differs. On the left, `simp only` has pulled the factors out of the inner product with `d j` outermost. On the right, the backward rewrites with `Matrix.det_mul_row` and then `Matrix.det_mul_column` have put `d j` inside and the conjugate of `c i` outermost. The list given to `simp only` has no lemma for reordering a product, so it could not close the goal.

The added `ring` proves equalities that follow from the laws of commutative rings. Multiplication in ℂ is commutative and associative, so it treats the three factors as plain numbers and finds the two products equal.

After these edits no error is left:

```diff
@@ -25,4 +25,5 @@
   simp only [Matrix.of_apply, inner_smul_left, inner_smul_right,
     LinearIsometryEquiv.inner_map_map]
+  ring
 
 end
```
